# The quantum metric of a nondegenerate eigenstate as a sum over states in finite dimension

Let $V$ be a complex inner product space, with $\langle x,y\rangle$ conjugate-linear in $x$. Operators $H(t)$, vectors $u(t)$ and real energies $E(t)$ depend on one real parameter $t$ and are differentiable at $t_0$. Near $t_0$ they satisfy $H(t)u(t)=E(t)u(t)$, and $H(t_0)$ is Hermitian. Below, $H,u,E$ without argument are values at $t_0$, and primes are derivatives there. For a unit vector $u$, the quantum metric is

$$g=\|u'\|^2-|\langle u,u'\rangle|^2 .$$

Let $b_m$ be a finite orthonormal basis with $Hb_m=\varepsilon_m b_m$ and $\varepsilon_m$ real, let $u=b_n$, and let $\varepsilon_m\neq E$ for every $m\neq n$. Then

$$g=\sum_{m\neq n}\frac{|\langle b_m,H'u\rangle|^2}{(E-\varepsilon_m)^2}.$$

For a finite tight-binding Bloch Hamiltonian in orthonormal orbitals, with $t$ one component of the crystal momentum, this gives a diagonal metric component of a band at a point where it is nondegenerate, without differentiating eigenvectors numerically. The value in general depends on whether the Bloch phases include the positions of the orbitals inside the unit cell, so this convention has to be stated with it.

## From the eigenvalue equation to the sum

Expanding the square for a unit vector $u$ gives

$$\|u'-\langle u,u'\rangle u\|^2=\|u'\|^2-2|\langle u,u'\rangle|^2+|\langle u,u'\rangle|^2=g,$$

so $g$ measures the part of $u'$ orthogonal to $u$. A differentiable phase factor with value $c$ and derivative $a$ turns $u$ into $cu$ and $u'$ into $au+cu'$. The component along $cu$ is $\bar c(a+c\langle u,u'\rangle)cu=(a+c\langle u,u'\rangle)u$. Subtracting it leaves $c(u'-\langle u,u'\rangle u)$, whose norm is unchanged.

Parseval's identity gives $\|u'\|^2=\sum_m|\langle b_m,u'\rangle|^2$. Since $u=b_n$, subtracting the term $m=n$ leaves

$$g=\sum_{m\neq n}|\langle b_m,u'\rangle|^2 .$$

Differentiating the eigenvalue equation gives $H'u+Hu'=Eu'+E'u$. Take the inner product with $b_m$, $m\neq n$. The $E'$ term vanishes by orthogonality, and Hermiticity gives $\langle b_m,Hu'\rangle=\varepsilon_m\langle b_m,u'\rangle$. Hence

$$(E-\varepsilon_m)\langle b_m,u'\rangle=\langle b_m,H'u\rangle .$$

Dividing by the nonzero energy difference and inserting the result in the sum for $g$ proves the formula.

If moreover $|E-\varepsilon_m|\ge\Delta>0$ for all $m\neq n$, each denominator is at least $\Delta^2$. Parseval's identity applied to $H'u$ then gives

$$g\le\frac{\|H'u\|^2-|\langle u,H'u\rangle|^2}{\Delta^2}.$$

## Three levels in numbers

Take energies $0,1,2$ for $b_0,b_1,b_2$, and let $u=b_0$ and $H'u=b_1+2b_2$. The amplitudes of $u'$ are $1/(0-1)=-1$ on $b_1$ and $2/(0-2)=-1$ on $b_2$, so $g=1+1=2$. With $\Delta=1$ the bound is $(5-0)/1=5$.

## The metric and the eigenstate branch in Lean

```lean
import Mathlib

open scoped InnerProductSpace ComplexConjugate Topology

namespace QuantumMetricSumOverStates

noncomputable section

variable {V : Type*} [NormedAddCommGroup V] [InnerProductSpace ℂ V]
variable {ι : Type*} [Fintype ι] [DecidableEq ι]
```

The metric takes a state and its derivative as two vectors, with no reference to a spectrum.

```lean
/-- The quantum metric of a unit state `u` whose derivative along the parameter is `du`. -/
def quantumMetric (u du : V) : ℝ := ‖du‖ ^ 2 - ‖⟪u, du⟫_ℂ‖ ^ 2
```

`EigenBranch` collects the assumptions on the family. Operators are continuous linear maps, `HasDerivAt` states each derivative, and `∀ᶠ t in 𝓝 t₀` means "for all $t$ near $t_0$". Differentiability of the eigenstate and energy is assumed, not derived from that of $H$. Normalisation is needed only at $t_0$ and enters later through $u=b_n$.

```lean
/-- The vectors `u t` satisfy the eigenvalue equation of `H t` with real energy `E t` for all `t`
near `t₀`; `H`, `u` and `E` have the derivatives `H'`, `u'` and `E'` at `t₀`, and `H t₀` is
Hermitian. The vector `u t` is not required to be nonzero here. -/
structure EigenBranch (H : ℝ → V →L[ℂ] V) (H' : V →L[ℂ] V) (u : ℝ → V) (u' : V)
    (E : ℝ → ℝ) (E' t₀ : ℝ) : Prop where
  deriv_H : HasDerivAt H H' t₀
  deriv_u : HasDerivAt u u' t₀
  deriv_E : HasDerivAt E E' t₀
  eigen : ∀ᶠ t in 𝓝 t₀, H t (u t) = (E t : ℂ) • u t
  hermitian : ∀ x y, ⟪H t₀ x, y⟫_ℂ = ⟪x, H t₀ y⟫_ℂ
```

## Orthogonal part, phase freedom and Parseval

The first lemma is the expanded square; `h` identifies the cross term with $|\langle u,u'\rangle|^2$.

```lean
/-- For a unit state the quantum metric is the squared norm of the part of the derivative
orthogonal to the state. -/
theorem quantumMetric_eq_norm_sq {u : V} (hu : ‖u‖ = 1) (du : V) :
    quantumMetric u du = ‖du - ⟪u, du⟫_ℂ • u‖ ^ 2 := by
  have h : RCLike.re (⟪u, du⟫_ℂ * ⟪du, u⟫_ℂ) = ‖⟪u, du⟫_ℂ‖ ^ 2 := by
    rw [← inner_conj_symm du u, Complex.mul_conj, Complex.normSq_eq_norm_sq]
    exact Complex.ofReal_re _
  rw [norm_sub_sq (𝕜 := ℂ), inner_smul_right, h, norm_smul, hu, quantumMetric]
  ring
```

In the gauge lemma, `key` is the computation of the orthogonal part above. The number `a` is arbitrary, which includes the derivative of any phase factor.

```lean
/-- Gauge invariance: multiplying a unit state by a differentiable factor, with value `c` of
modulus one and derivative `a`, leaves the quantum metric unchanged. -/
theorem quantumMetric_gauge {u : V} (hu : ‖u‖ = 1) (du : V) {c : ℂ} (hc : ‖c‖ = 1) (a : ℂ) :
    quantumMetric (c • u) (a • u + c • du) = quantumMetric u du := by
  have hv : ‖c • u‖ = 1 := by rw [norm_smul, hc, hu, one_mul]
  have hcc : conj c * c = 1 := by
    rw [mul_comm, Complex.mul_conj, Complex.normSq_eq_norm_sq, hc]
    norm_num
  have huu : ⟪u, u⟫_ℂ = 1 := by
    rw [inner_self_eq_norm_sq_to_K, hu]
    norm_num
  -- the orthogonal part of the derivative only acquires the phase `c`
  have key : (a • u + c • du) - ⟪c • u, a • u + c • du⟫_ℂ • (c • u)
      = c • (du - ⟪u, du⟫_ℂ • u) := by
    have hk : conj c * (a * 1 + c * ⟪u, du⟫_ℂ) * c = a + c * ⟪u, du⟫_ℂ := by
      linear_combination (a + c * ⟪u, du⟫_ℂ) * hcc
    rw [inner_smul_left, inner_add_right, inner_smul_right, inner_smul_right, huu,
      smul_smul, hk]
    module
  rw [quantumMetric_eq_norm_sq hv, quantumMetric_eq_norm_sq hu, key, norm_smul, hc, one_mul]
```

Next, `parseval` expands the norm and `split` separates the term $m=n$. The set `Finset.univ.erase n` contains all indices except $n$.

```lean
/-- In an orthonormal basis containing the state, the quantum metric is the total squared
amplitude of the derivative on the other basis states. -/
theorem quantumMetric_eq_sum (b : OrthonormalBasis ι ℂ V) (n : ι) (du : V) :
    quantumMetric (b n) du = ∑ m ∈ Finset.univ.erase n, ‖⟪b m, du⟫_ℂ‖ ^ 2 := by
  have parseval : ‖du‖ ^ 2 = ∑ m, ‖⟪b m, du⟫_ℂ‖ ^ 2 := by
    rw [← b.repr.norm_map du, EuclideanSpace.norm_sq_eq]
    simp only [OrthonormalBasis.repr_apply_apply]
  have split := Finset.add_sum_erase Finset.univ (fun m => ‖⟪b m, du⟫_ℂ‖ ^ 2)
    (Finset.mem_univ n)

  rw [quantumMetric, parseval]
  linarith
```

## Differentiating and projecting

The product rule is applied to $H(t)u(t)$ and to $E(t)u(t)$. The two functions agree near $t_0$, so uniqueness of the derivative equates the results. Because $t$ is real, the operators are first regarded as real-linear.

```lean
variable {H : ℝ → V →L[ℂ] V} {H' : V →L[ℂ] V} {u : ℝ → V} {u' : V}
  {E : ℝ → ℝ} {E' t₀ : ℝ}

/-- The eigenvalue equation differentiated once with respect to the parameter. -/
theorem EigenBranch.differentiated (h : EigenBranch H H' u u' E E' t₀) :
    H' (u t₀) + H t₀ u' = (E t₀ : ℂ) • u' + (E' : ℂ) • u t₀ := by
  have hR : HasDerivAt (fun t => (H t).restrictScalars ℝ) (H'.restrictScalars ℝ) t₀ :=
    (ContinuousLinearMap.restrictScalarsL ℂ V V ℝ ℝ).hasFDerivAt.comp_hasDerivAt t₀ h.deriv_H
  have h1 : HasDerivAt (fun t => H t (u t)) (H' (u t₀) + H t₀ u') t₀ :=
    hR.clm_apply h.deriv_u
  have h2 : HasDerivAt (fun t => (E t : ℂ) • u t)
      ((E t₀ : ℂ) • u' + (E' : ℂ) • u t₀) t₀ :=
    h.deriv_E.ofReal_comp.smul h.deriv_u
  exact h1.unique (h2.congr_of_eventuallyEq h.eigen)
```

Projection on an eigenvector `w` with energy `μ` uses `horth` to remove the $E'$ term and `h.hermitian` to move $H$ to the left.

```lean
/-- The amplitude of the derivative on an eigenvector `w` of `H t₀` orthogonal to the state,
times the energy difference, is the matrix element of the perturbation `H'`. -/
theorem EigenBranch.amplitude (h : EigenBranch H H' u u' E E' t₀) {w : V} {μ : ℝ}
    (hw : H t₀ w = (μ : ℂ) • w) (horth : ⟪w, u t₀⟫_ℂ = 0) :
    ((E t₀ - μ : ℝ) : ℂ) * ⟪w, u'⟫_ℂ = ⟪w, H' (u t₀)⟫_ℂ := by
  have hp := congrArg (fun x => ⟪w, x⟫_ℂ) h.differentiated
  simp only [inner_add_right, inner_smul_right, horth] at hp
  -- Hermiticity lets `H t₀` act on the eigenvector to the left
  rw [← h.hermitian, hw, inner_smul_left, Complex.conj_ofReal] at hp
  rw [Complex.ofReal_sub]
  linear_combination -hp
```

## The sum and its gap bound

In the main theorem, `hb` says that the basis diagonalises $H(t_0)$, `hn` identifies the state, and `hne` expresses that its level is isolated from the others. Levels other than $n$ may be degenerate among themselves. The proof compares the sums term by term, with `hgap` justifying the division.

```lean
/-- Sum-over-states formula: let the state of an `EigenBranch` at `t₀` be a member of an orthonormal
eigenbasis of `H t₀`, with energy different from those of all other basis states. Its quantum metric
is the sum, over those other states, of the squared modulus of the matrix element of `H'` between
them and the state, divided by the squared energy difference. -/
theorem quantumMetric_sum_over_states (h : EigenBranch H H' u u' E E' t₀)
    (b : OrthonormalBasis ι ℂ V) (ε : ι → ℝ) (hb : ∀ m, H t₀ (b m) = (ε m : ℂ) • b m)
    (n : ι) (hn : u t₀ = b n) (hne : ∀ m, m ≠ n → ε m ≠ E t₀) :
    quantumMetric (u t₀) u' =
      ∑ m ∈ Finset.univ.erase n, ‖⟪b m, H' (u t₀)⟫_ℂ‖ ^ 2 / (E t₀ - ε m) ^ 2 := by
  have hsum : quantumMetric (u t₀) u' = ∑ m ∈ Finset.univ.erase n, ‖⟪b m, u'⟫_ℂ‖ ^ 2 := by
    rw [hn, quantumMetric_eq_sum]
  rw [hsum]
  refine Finset.sum_congr rfl fun m hm => ?_
  have hmn : m ≠ n := Finset.ne_of_mem_erase hm
  have horth : ⟪b m, u t₀⟫_ℂ = 0 := by
    rw [hn]
    exact b.orthonormal.2 hmn
  have hgap : (E t₀ - ε m) ^ 2 ≠ 0 := pow_ne_zero 2 (sub_ne_zero.mpr (hne m hmn).symm)
  rw [← h.amplitude (hb m) horth, norm_mul, Complex.norm_real, mul_pow, Real.norm_eq_abs,
    sq_abs, eq_div_iff hgap]
  ring
```

For the bound, `hvar` rewrites the numerator as a sum over the other states, and `hsq` compares the denominators.

```lean
/-- Gap bound: let the state `u` of an `EigenBranch` at `t₀` be a member of an orthonormal
eigenbasis of `H t₀`. If the energies of all other basis states differ from that of `u` by at least
`Δ > 0`, the quantum metric is at most `‖H'u‖² - |⟨u, H'u⟩|²` divided by `Δ²`. -/
theorem quantumMetric_le_of_gap (h : EigenBranch H H' u u' E E' t₀)
    (b : OrthonormalBasis ι ℂ V) (ε : ι → ℝ) (hb : ∀ m, H t₀ (b m) = (ε m : ℂ) • b m)
    (n : ι) (hn : u t₀ = b n) {Δ : ℝ} (hΔ : 0 < Δ) (hgap : ∀ m, m ≠ n → Δ ≤ |E t₀ - ε m|) :
    quantumMetric (u t₀) u' ≤
      (‖H' (u t₀)‖ ^ 2 - ‖⟪u t₀, H' (u t₀)⟫_ℂ‖ ^ 2) / Δ ^ 2 := by
  have hne : ∀ m, m ≠ n → ε m ≠ E t₀ := by
    intro m hm he
    have := hgap m hm
    rw [he, sub_self, abs_zero] at this
    linarith
  have hvar := quantumMetric_eq_sum b n (H' (u t₀))
  rw [← hn, quantumMetric] at hvar
  rw [quantumMetric_sum_over_states h b ε hb n hn hne, hvar, Finset.sum_div]
  refine Finset.sum_le_sum fun m hm => ?_
  have hsq : Δ ^ 2 ≤ (E t₀ - ε m) ^ 2 := by
    rw [← sq_abs (E t₀ - ε m)]
    exact pow_le_pow_left₀ hΔ.le (hgap m (Finset.ne_of_mem_erase hm)) 2
  exact div_le_div_of_nonneg_left (sq_nonneg _) (pow_pos hΔ 2) hsq
```

## A spin one-half in a rotating field

The example is built from operators $|x\rangle\langle y|$.

```lean
/-- The operator `|x⟩⟨y|`. -/
def ketBra (x y : V) : V →L[ℂ] V := (innerSL ℂ y).smulRight x

/-- The Pauli operator `σ_x` in the basis `b`. -/
def sigmaX (b : OrthonormalBasis (Fin 2) ℂ V) : V →L[ℂ] V :=
  ketBra (b 0) (b 1) + ketBra (b 1) (b 0)
```

The field direction is turned by the angle $t$ in the $xz$ plane. The spin state of energy $1$ points along it, and its coefficients contain half the angle.

```lean
/-- The spin Hamiltonian `cos t σ_z + sin t σ_x` in the basis `b`. -/
def spinH (b : OrthonormalBasis (Fin 2) ℂ V) (t : ℝ) : V →L[ℂ] V :=
  (Real.cos t : ℂ) • (ketBra (b 0) (b 0) - ketBra (b 1) (b 1)) + (Real.sin t : ℂ) • sigmaX b

/-- The spin state `cos (t/2) |0⟩ + sin (t/2) |1⟩`. -/
def spinU (b : OrthonormalBasis (Fin 2) ℂ V) (t : ℝ) : V :=
  (Real.cos (t / 2) : ℂ) • b 0 + (Real.sin (t / 2) : ℂ) • b 1
```

The theorem verifies every field of `EigenBranch` at $t=0$; the identities `e1` and `e2` give the eigenvalue equation for all $t$. It computes the metric $1/4$ directly from $u'=\tfrac12 b_1$. The sum over states gives the same value: the matrix element of $\sigma_x$ is $1$ and the energy difference is $2$.

```lean
/-- Near `t = 0` the spin state satisfies the eigenvalue equation of the rotating spin Hamiltonian
with energy `1`, and the two form an `EigenBranch` at `0`; at `t = 0` the spin state is `|0⟩`, the
state `|1⟩` has energy `-1`, and the quantum metric is `1/4`. -/
theorem rotating_spin_witness (b : OrthonormalBasis (Fin 2) ℂ V) :
    EigenBranch (spinH b) (sigmaX b) (spinU b) ((1 / 2 : ℂ) • b 1) (fun _ => 1) 0 0 ∧
      spinU b 0 = b 0 ∧ spinH b 0 (b 1) = ((-1 : ℝ) : ℂ) • b 1 ∧
      quantumMetric (spinU b 0) ((1 / 2 : ℂ) • b 1) = 1 / 4 := by
  have h00 : ⟪b 0, b 0⟫_ℂ = 1 := by simp
  have h11 : ⟪b 1, b 1⟫_ℂ = 1 := by simp
  have h01 : ⟪b 0, b 1⟫_ℂ = 0 := b.orthonormal.2 (by decide)
  have h10 : ⟪b 1, b 0⟫_ℂ = 0 := b.orthonormal.2 (by decide)
  have happ : ∀ t x, spinH b t x =
      (Real.cos t : ℂ) • (⟪b 0, x⟫_ℂ • b 0 - ⟪b 1, x⟫_ℂ • b 1) +
      (Real.sin t : ℂ) • (⟪b 1, x⟫_ℂ • b 0 + ⟪b 0, x⟫_ℂ • b 1) := fun _ _ => rfl
  have hu0 : spinU b 0 = b 0 := by simp [spinU]
  refine ⟨⟨?_, ?_, hasDerivAt_const _ _, Filter.Eventually.of_forall fun t => ?_, ?_⟩,
    hu0, ?_, ?_⟩
  · have h := ((Real.hasDerivAt_cos 0).ofReal_comp.smul_const
      (ketBra (b 0) (b 0) - ketBra (b 1) (b 1))).add
      ((Real.hasDerivAt_sin 0).ofReal_comp.smul_const (sigmaX b))
    exact h.congr_deriv (by simp)
  · have hc : HasDerivAt (fun t : ℝ => Real.cos (t / 2)) 0 0 := by
      simpa using ((hasDerivAt_id (0 : ℝ)).div_const 2).cos
    have hs : HasDerivAt (fun t : ℝ => Real.sin (t / 2)) (1 / 2) 0 := by
      simpa using ((hasDerivAt_id (0 : ℝ)).div_const 2).sin
    have h := (hc.ofReal_comp.smul_const (b 0)).add (hs.ofReal_comp.smul_const (b 1))
    exact h.congr_deriv (by simp)
  · -- the half-angle identities give the eigenvalue equation
    have e1 : (Real.cos t : ℂ) * Real.cos (t / 2) + Real.sin t * Real.sin (t / 2)
        = Real.cos (t / 2) := by
      rw [← Complex.ofReal_mul, ← Complex.ofReal_mul, ← Complex.ofReal_add, ← Real.cos_sub,
        sub_half]
    have e2 : (Real.sin t : ℂ) * Real.cos (t / 2) - Real.cos t * Real.sin (t / 2)
        = Real.sin (t / 2) := by
      rw [← Complex.ofReal_mul, ← Complex.ofReal_mul, ← Complex.ofReal_sub, ← Real.sin_sub,
        sub_half]
    have i0 : ⟪b 0, spinU b t⟫_ℂ = Real.cos (t / 2) := by
      rw [spinU, inner_add_right, inner_smul_right, inner_smul_right, h00, h01]
      ring
    have i1 : ⟪b 1, spinU b t⟫_ℂ = Real.sin (t / 2) := by
      rw [spinU, inner_add_right, inner_smul_right, inner_smul_right, h10, h11]
      ring
    rw [happ, i0, i1, Complex.ofReal_one, one_smul, spinU]
    linear_combination (norm := module) e1 • b 0 + e2 • b 1
  · intro x y
    simp only [happ, Real.cos_zero, Real.sin_zero, Complex.ofReal_one, Complex.ofReal_zero,
      one_smul, zero_smul, add_zero, inner_sub_left, inner_sub_right, inner_smul_left,
      inner_smul_right, inner_conj_symm]
    ring
  · rw [happ, h01, h11]
    simp
  · rw [hu0, quantumMetric, inner_smul_right, h01, norm_smul, b.orthonormal.1 1]
    norm_num

end

end QuantumMetricSumOverStates
```

```lean
#print axioms QuantumMetricSumOverStates.quantumMetric_gauge
#print axioms QuantumMetricSumOverStates.quantumMetric_sum_over_states
#print axioms QuantumMetricSumOverStates.quantumMetric_le_of_gap
```

```
'QuantumMetricSumOverStates.quantumMetric_gauge' depends on axioms: [propext, Classical.choice, Quot.sound]
'QuantumMetricSumOverStates.quantumMetric_sum_over_states' depends on axioms: [propext, Classical.choice, Quot.sound]
'QuantumMetricSumOverStates.quantumMetric_le_of_gap' depends on axioms: [propext, Classical.choice, Quot.sound]
```
